# Glauber's formula for finite complex matrices whose commutator commutes with both

A particle falls in a uniform field with acceleration g. A simulation advances it by a time step h in two stages: a kick, which changes the velocity v by gh, and a drift, which moves the position x with the new velocity. The new position is x + hv + gh², whereas the true motion gives x + hv + gh²/2. Each stage is solved exactly, yet the product of the two is wrong, because drift and kick do not commute.

On the column (x, v, 1) both stages are exponentials of 3×3 matrices. The drift is exp(A), where A has the single nonzero entry h in row 1, column 2. The kick is exp(B), where B has the single nonzero entry gh in row 2, column 3. The true motion is exp(A + B). The commutator C = AB − BA has the single nonzero entry gh² in row 1, column 3, and it commutes with both A and B. For any two complex n×n matrices with this last property, Glauber's formula gives the discrepancy in closed form:

exp(A) exp(B) = exp(A + B) exp(C/2).

For the falling particle, the factor exp(C/2) adds exactly the surplus gh²/2 to the position.

## Matrices, commutator and flow

In the code `n` is a finite index set, not a number, and `Matrix n n ℂ` is the space of complex square matrices with rows and columns labelled by it. The function `exp` is the matrix exponential. Derivatives are taken in an operator norm; in finite dimension every norm gives the same derivative, entry by entry.

```lean
import Mathlib

open NormedSpace
open scoped Matrix.Norms.Operator

namespace GlauberFormula

noncomputable section

variable {n : Type*} [Fintype n] [DecidableEq n]
```

The commutator has the usual sign, [A, B] = AB − BA.

```lean
/-- The commutator `[A, B] = AB - BA` of two square matrices. -/
def comm (A B : Matrix n n ℂ) : Matrix n n ℂ := A * B - B * A
```

The main tool is the matrix B carried along by the flow of A,

B(t) = exp(tA) B exp(−tA).

With A = iH/ħ, for a Hamiltonian matrix H and real t, this is the Heisenberg picture of the observable B. The code calls it `rotated A B t`, although for general A it need not be a rotation, and it lets t be complex.

```lean
/-- The matrix `B` transformed by the flow of `A`: `exp(tA) B exp(-tA)`. -/
def rotated (A B : Matrix n n ℂ) (t : ℂ) : Matrix n n ℂ :=
  exp (t • A) * B * exp (-(t • A))
```

## The equation of motion

Since d/dt exp(tA) = exp(tA) A and d/dt exp(−tA) = −A exp(−tA), the product rule gives

dB(t)/dt = exp(tA) AB exp(−tA) − exp(tA) BA exp(−tA) = exp(tA) [A, B] exp(−tA).

For A = iH/ħ this is Heisenberg's equation for an observable without explicit time dependence. `HasDerivAt f f' t` says that f is differentiable at t with derivative f'. The proof takes the two exponential derivatives from Mathlib, combines them by the product rule, and lets `noncomm_ring` collect the terms without changing the order of the factors.

```lean
/-- Equation of motion: the derivative of `exp(tA) B exp(-tA)` in `t` is
`exp(tA) [A, B] exp(-tA)`. -/
theorem hasDerivAt_rotated (A B : Matrix n n ℂ) (t : ℂ) :
    HasDerivAt (rotated A B) (rotated A (comm A B) t) t := by
  have h := ((hasDerivAt_exp_smul_const A t).mul_const B).mul
    (hasDerivAt_exp_smul_const' (-A) t)
  have hf : rotated A B =
      (fun s : ℂ => exp (s • A) * B) * (fun s : ℂ => exp (s • (-A))) := by
    funext s
    simp only [rotated, Pi.mul_apply, smul_neg]
  rw [hf]
  refine h.congr_deriv ?_
  simp only [rotated, comm, smul_neg]
  noncomm_ring
```

If X commutes with A, then [A, X] = 0 and the derivative of exp(tA) X exp(−tA) vanishes for every t. The function is therefore constant and equals its value X at t = 0. This is the conservation law for an observable that commutes with the Hamiltonian.

```lean
/-- A matrix that commutes with `A` is left unchanged by the flow of `A`. -/
theorem rotated_of_commute {A X : Matrix n n ℂ} (h : Commute A X) (t : ℂ) :
    rotated A X t = X := by
  have hd : ∀ s, HasDerivAt (rotated A X) 0 s := fun s =>
    (hasDerivAt_rotated A X s).congr_deriv (by simp [rotated, comm, h.eq])
  have hc := is_const_of_deriv_eq_zero (fun s => (hd s).differentiableAt)
    (fun s => (hd s).deriv) t 0
  rw [hc]
  simp [rotated]
```

The identity matrix commutes with everything. Taking it as the conserved matrix, at t = 1, gives

exp(X) exp(−X) = 1.

```lean
/-- The exponentials of `X` and `-X` are inverse to each other. -/
theorem exp_mul_exp_neg (X : Matrix n n ℂ) : exp X * exp (-X) = 1 := by
  have h := rotated_of_commute (Commute.one_right X) 1
  simpa only [rotated, one_smul, mul_one] using h
```

If X commutes with Y, conservation at t = 1 reads exp(X) Y exp(−X) = Y. Multiplying on the right by exp(X) gives

exp(X) Y = Y exp(X).

```lean
/-- If `X` commutes with `Y`, then so does `exp(X)`. -/
theorem commute_exp {X Y : Matrix n n ℂ} (h : Commute X Y) : Commute (exp X) Y := by
  have h1 := rotated_of_commute h 1
  simp only [rotated, one_smul] at h1
  have h2 : exp (-X) * exp X = 1 := by simpa only [neg_neg] using exp_mul_exp_neg (-X)
  change exp X * Y = Y * exp X
  calc exp X * Y = exp X * Y * (exp (-X) * exp X) := by rw [h2, mul_one]
    _ = exp X * Y * exp (-X) * exp X := by rw [← mul_assoc]
    _ = Y * exp X := by rw [h1]
```

## When the Hadamard series is linear

In general, B(t) = B + t[A, B] + (t²/2)[A, [A, B]] + … . The series reduces to

B(t) = B + tC for all t

exactly when A commutes with C. Nothing is required here of [B, C].

Suppose first that the linear form holds for all t. Differentiating it and using the equation of motion gives exp(tA) C exp(−tA) = C. Differentiating again at t = 0 gives [A, C] = 0. In the code, both steps compare two derivatives of the same function, which must agree (`unique`).

Conversely, suppose that [A, C] = 0. The difference B(t) − B − tC has derivative exp(tA) C exp(−tA) − C, which is zero by the conservation law. The difference vanishes at t = 0, so it vanishes for all t.

```lean
/-- The Hadamard series stops after the linear term,
`exp(tA) B exp(-tA) = B + t[A, B]` for all `t`, exactly when `A` commutes with `[A, B]`. -/
theorem hadamard_iff (A B : Matrix n n ℂ) :
    (∀ t : ℂ, rotated A B t = B + t • comm A B) ↔ Commute A (comm A B) := by
  have hlin : ∀ t : ℂ, HasDerivAt (fun s : ℂ => B + s • comm A B) (comm A B) t := fun t =>
    (((hasDerivAt_id' t).smul_const (comm A B)).const_add B).congr_deriv (one_smul _ _)
  constructor
  · intro h
    -- differentiate once: the commutator itself does not move
    have h1 : rotated A (comm A B) = fun _ => comm A B := by
      funext t
      have hd := hasDerivAt_rotated A B t
      rw [funext h] at hd
      exact hd.unique (hlin t)
    -- differentiate again, at t = 0
    have h2 := hasDerivAt_rotated A (comm A B) 0
    rw [h1] at h2
    have h3 := h2.unique (hasDerivAt_const (0 : ℂ) (comm A B))
    simp only [rotated, zero_smul, neg_zero, exp_zero, one_mul, mul_one] at h3
    exact sub_eq_zero.mp h3
  · intro h t
    have hd : ∀ s, HasDerivAt (rotated A B - fun s : ℂ => B + s • comm A B) 0 s := fun s =>
      ((hasDerivAt_rotated A B s).sub (hlin s)).congr_deriv
        (by rw [rotated_of_commute h, sub_self])
    have hc := is_const_of_deriv_eq_zero (fun s => (hd s).differentiableAt)
      (fun s => (hd s).deriv) t 0
    simp only [Pi.sub_apply] at hc
    have h0 : rotated A B 0 - (B + (0 : ℂ) • comm A B) = 0 := by simp [rotated]
    exact sub_eq_zero.mp (hc.trans h0)
```

## A product that stays equal to the identity

Now let C commute with both A and B. Consider

F(t) = E P Q K, with E = exp(−t(A + B)), P = exp(tA), Q = exp(tB), K = exp(−t²C/2).

Put D = tC. The factors have the derivatives

E′ = −E(A + B), P′ = AP, Q′ = BQ, K′ = −DK,

so that

F′ = E [ −(A + B)PQ + APQ + PBQ − PQD ] K.

The linear Hadamard relation, multiplied on the right by P, says PB = (B + D)P. Hence PBQ = BPQ + DPQ. Since D commutes with P and Q, also PQD = DPQ. The bracket becomes

−APQ − BPQ + APQ + BPQ + DPQ − DPQ = 0.

Therefore F is constant, and F(1) = F(0) = 1:

exp(−(A + B)) exp(A) exp(B) exp(−C/2) = 1.

Multiplying by exp(A + B) on the left and by exp(C/2) on the right gives Glauber's formula.

The two hypotheses `hA` and `hB` of the theorem say AC = CA and BC = CB. Inside the proof, `key` is the cancellation in the bracket, stated for any matrices E, P, Q, K, D that satisfy PB = (B + D)P, PD = DP and QD = DQ. The step `hK` is the chain rule for the factor with t², and `hPB` is the relation PB = (B + D)P. The closing `calc` inserts the inverse pairs and removes the constant product.

```lean
/-- Glauber's formula: if `[A, B]` commutes with both `A` and `B`, then
`exp(A) exp(B) = exp(A + B) exp([A, B]/2)`. -/
theorem glauber {A B : Matrix n n ℂ} (hA : Commute A (comm A B))
    (hB : Commute B (comm A B)) :
    exp A * exp B = exp (A + B) * exp ((1 / 2 : ℂ) • comm A B) := by
  -- the algebra behind the vanishing derivative
  have key : ∀ E P Q K D : Matrix n n ℂ, P * B = (B + D) * P → P * D = D * P →
      Q * D = D * Q → (E * (-(A + B)) * (P * Q) + E * (A * P * Q + P * (B * Q))) * K
        + E * (P * Q) * (-D * K) = 0 := by
    intro E P Q K D h1 h2 h3
    have h4 : P * (B * Q) = (B + D) * (P * Q) := by rw [← mul_assoc, h1, mul_assoc]
    have h5 : P * Q * D = D * (P * Q) := by
      rw [mul_assoc, h3, ← mul_assoc, h2, mul_assoc]
    calc _ = E * (D * (P * Q)) * K - E * (P * Q * D) * K := by rw [h4]; noncomm_ring
      _ = 0 := by rw [h5, sub_self]
  have hd : ∀ t : ℂ, HasDerivAt ((fun s : ℂ => exp (s • (-(A + B)))) *
      ((fun s : ℂ => exp (s • A)) * (fun s : ℂ => exp (s • B))) *
      (fun s : ℂ => exp ((s ^ 2 / 2) • (-comm A B)))) 0 t := by
    intro t
    have hq : HasDerivAt (fun s : ℂ => s ^ 2 / 2) t t :=
      ((hasDerivAt_pow 2 t).div_const 2).congr_deriv (by norm_num)
    have hK : HasDerivAt (fun s : ℂ => exp ((s ^ 2 / 2) • (-comm A B)))
        (-(t • comm A B) * exp ((t ^ 2 / 2) • (-comm A B))) t := by
      have hg : HasDerivAt (fun u : ℂ => exp (u • (-comm A B)))
          (-comm A B * exp ((t ^ 2 / 2) • (-comm A B))) (t ^ 2 / 2) :=
        hasDerivAt_exp_smul_const' (-comm A B) (t ^ 2 / 2)
      have hcomp := HasDerivAt.scomp t hg hq
      exact hcomp.congr_deriv (by rw [← smul_mul_assoc, smul_neg t])
    -- Hadamard's relation moves B through exp(tA)
    have hPB : exp (t • A) * B = (B + t • comm A B) * exp (t • A) := by
      have h2 : exp (-(t • A)) * exp (t • A) = 1 := by
        simpa only [neg_neg] using exp_mul_exp_neg (-(t • A))
      rw [← (hadamard_iff A B).mpr hA t, rotated, mul_assoc _ _ (exp (t • A)), h2, mul_one]
    exact (((hasDerivAt_exp_smul_const (-(A + B)) t).mul
      ((hasDerivAt_exp_smul_const' A t).mul (hasDerivAt_exp_smul_const' B t))).mul
      hK).congr_deriv (key _ _ _ _ _ hPB
        (commute_exp ((hA.smul_left t).smul_right t)).eq
        (commute_exp ((hB.smul_left t).smul_right t)).eq)
  -- compare the constant product at t = 1 and t = 0
  have h := is_const_of_deriv_eq_zero (fun s => (hd s).differentiableAt)
    (fun s => (hd s).deriv) 1 0
  have h1 : exp (-(A + B)) * (exp A * exp B) * exp (-((1 / 2 : ℂ) • comm A B)) = 1 := by
    simpa only [Pi.mul_apply, one_smul, one_pow, zero_smul, ne_eq, OfNat.ofNat_ne_zero,
      not_false_eq_true, zero_pow, zero_div, exp_zero, mul_one, smul_neg, neg_zero] using h
  have h2 : exp (-((1 / 2 : ℂ) • comm A B)) * exp ((1 / 2 : ℂ) • comm A B) = 1 := by
    simpa only [neg_neg] using exp_mul_exp_neg (-((1 / 2 : ℂ) • comm A B))
  calc exp A * exp B
      = (exp (A + B) * exp (-(A + B))) * (exp A * exp B) *
        (exp (-((1 / 2 : ℂ) • comm A B)) * exp ((1 / 2 : ℂ) • comm A B)) := by
        rw [exp_mul_exp_neg, h2, one_mul, mul_one]
    _ = exp (A + B) * (exp (-(A + B)) * (exp A * exp B) *
        exp (-((1 / 2 : ℂ) • comm A B))) * exp ((1 / 2 : ℂ) • comm A B) := by
        simp only [mul_assoc]
    _ = _ := by rw [h1, mul_one]
```

## The symmetric splitting is exact

Let C again commute with both A and B, as it does for the falling particle. Splitting the drift into two halves around the kick then removes the correction. Write H = A/2, which is here just a matrix and not a Hamiltonian, and c = [H, B] = C/2. Glauber's formula gives

exp(H) exp(B) = exp(H + B) exp(c/2).

Multiply on the right by exp(H), and move exp(c/2) past it, which is allowed because c commutes with H. Then apply the formula again to the pair H + B and H, whose commutator is [H + B, H] = −c:

exp(H) exp(B) exp(H) = exp(H + B) exp(H) exp(c/2) = exp(2H + B) exp(−c/2) exp(c/2) = exp(A + B).

In the code `g1` and `g2` are the two uses of Glauber's formula, `g3` is the exchange of exponentials, and `g4` is the final cancellation.

For the particle in a uniform field, this is the leapfrog step of molecular dynamics in its drift–kick–drift form, and it reproduces the true motion for any step size. With a harmonic force, C no longer commutes with A and B, and the theorem does not apply.

```lean
/-- If `[A, B]` commutes with both `A` and `B`, the symmetric splitting is exact:
`exp(A/2) exp(B) exp(A/2) = exp(A + B)`. -/
theorem symmetric_splitting {A B : Matrix n n ℂ} (hA : Commute A (comm A B))
    (hB : Commute B (comm A B)) :
    exp ((1 / 2 : ℂ) • A) * exp B * exp ((1 / 2 : ℂ) • A) = exp (A + B) := by
  have hc : comm ((1 / 2 : ℂ) • A) B = (1 / 2 : ℂ) • comm A B := by
    simp only [comm, smul_mul_assoc, mul_smul_comm, smul_sub]
  have hS : (1 / 2 : ℂ) • A + B + (1 / 2 : ℂ) • A = A + B := by module
  have hH : Commute ((1 / 2 : ℂ) • A) (comm ((1 / 2 : ℂ) • A) B) := by
    rw [hc]; exact (hA.smul_left _).smul_right _
  have hB' : Commute B (comm ((1 / 2 : ℂ) • A) B) := by
    rw [hc]; exact hB.smul_right _
  generalize (1 / 2 : ℂ) • A = H at hS hH hB' ⊢
  have hn : comm (H + B) H = -comm H B := by simp only [comm]; noncomm_ring
  -- Glauber's formula twice; the two correction factors cancel
  have g1 := glauber hH hB'
  have g2 : exp (H + B) * exp H = exp (H + B + H) * exp ((1 / 2 : ℂ) • comm (H + B) H) :=
    glauber (by rw [hn]; exact (hH.add_left hB').neg_right) (by rw [hn]; exact hH.neg_right)
  have g3 := (commute_exp (commute_exp (hH.smul_right (1 / 2 : ℂ))).symm).eq
  have g4 := exp_mul_exp_neg (-((1 / 2 : ℂ) • comm H B))
  rw [neg_neg] at g4
  rw [g1, mul_assoc, g3, ← mul_assoc, g2, hn, smul_neg, mul_assoc, g4, mul_one, hS]
```

## Drift and kick as an example, and the quantum case

With h = g = 1, the drift and kick generators are the matrices X and Y below. Multiplying them out gives YX = 0, while XY has a single entry 1 in the upper right corner. This matrix gives zero when multiplied by X or Y from either side, so it commutes with both. The hypotheses of Glauber's formula thus allow a nonzero commutator. Lean checks the matrix identities entry by entry, with `fin_cases` running through the nine positions.

In quantum optics the formula is used to combine displacement operators of an oscillator, built from position and momentum with [x, p] = iħ; the theorem here has the same algebra but concerns finite matrices only. A commutator of finite matrices has trace zero, so it cannot equal iħ times the identity for any size n ≥ 1. The step from matrices to unbounded operators, with their domains, needs a separate argument.

The finite case is also narrower for unitary evolution, as a trace computation added here in prose shows. If C commutes with A, then

tr(C²) = tr(CAB) − tr(CBA) = tr(ACB) − tr(CBA) = 0,

the last step by cyclicity. For anti-Hermitian A and B, C is anti-Hermitian too, so tr(C†C) = −tr(C²) = 0 and C = 0. Finite unitary factors exp(A) and exp(B) with such generators therefore fall under the formula only when the generators commute. The nontrivial finite examples, like drift and kick, lie elsewhere.

```lean
/-- Two 3×3 matrices with a single unit entry each have the nonzero commutator shown,
and it commutes with both. -/
theorem glauber_witness :
    let X : Matrix (Fin 3) (Fin 3) ℂ := !![0, 1, 0; 0, 0, 0; 0, 0, 0]
    let Y : Matrix (Fin 3) (Fin 3) ℂ := !![0, 0, 0; 0, 0, 1; 0, 0, 0]
    comm X Y = !![0, 0, 1; 0, 0, 0; 0, 0, 0] ∧
      Commute X (comm X Y) ∧ Commute Y (comm X Y) := by
  intro X Y
  have h : comm X Y = !![0, 0, 1; 0, 0, 0; 0, 0, 0] := by
    ext i j
    fin_cases i <;> fin_cases j <;> simp [comm, X, Y]
  rw [h]
  refine ⟨rfl, ?_, ?_⟩
  · change X * _ = _ * X
    ext i j
    fin_cases i <;> fin_cases j <;> simp [X, Matrix.mul_apply, Fin.sum_univ_succ]
  · change Y * _ = _ * Y
    ext i j
    fin_cases i <;> fin_cases j <;> simp [Y, Matrix.mul_apply, Fin.sum_univ_succ]

end

end GlauberFormula
```

```lean
#print axioms GlauberFormula.glauber
#print axioms GlauberFormula.symmetric_splitting
```

```
'GlauberFormula.glauber' depends on axioms: [propext, Classical.choice, Quot.sound]
'GlauberFormula.symmetric_splitting' depends on axioms: [propext, Classical.choice, Quot.sound]
```
